# Born stability with the minor symmetries implies strong ellipticity; the converse fails for an isotropic solid

A table of elastic constants can be put to two tests. One asks that every homogeneous strain raise the energy, the other that every plane wave have a positive squared speed. That passing the first secures the second is not obvious: the displacement gradient of a plane wave is in general an unsymmetric tensor, and the energy test only probes symmetric ones. Treating the tests as interchangeable is an error, because the second can accept a solid with positive sound speeds that lowers its energy by a uniform change of volume. The second test is formalised below as strong ellipticity, which is equivalent to it when the constants derive from an energy and so have the major symmetry. For a stiffness tensor with the minor symmetries, the first test implies strong ellipticity in any finite dimension, and a three-dimensional isotropic tensor shows that the second does not imply the first. This bears on elastic constants computed from electronic-structure or atomistic total energies, within linear elasticity of a homogeneous medium about a stress-free state.

In Lean 4 with Mathlib:

```lean
import Mathlib

open Finset

namespace ElasticStability

noncomputable section
```

## Stiffness, strain and plane waves

Cartesian directions are labelled by the elements $i,j,k,l$ of an index type `d`, finite wherever a sum appears. The stiffness is an array of real numbers $C_{ijkl}$, kept with all four indices and with no Voigt contraction.

```lean
/-- A fourth-rank stiffness tensor `C_ijkl` with indices in `d`. -/
abbrev Stiffness (d : Type*) := d → d → d → d → ℝ
```

In a stress-free solid the stress $\sigma_{ij}=\sum_{kl}C_{ijkl}e_{kl}$ is symmetric and responds only to the symmetric part of the deformation $e$, so that infinitesimal rotations cost nothing. These two facts are the minor symmetries $C_{ijkl}=C_{jikl}=C_{ijlk}$, assumed here and not derived. Under finite load the coefficients that govern waves acquire stress terms and need not have them. The major symmetry $C_{ijkl}=C_{klij}$ is never assumed.

```lean
variable {d : Type*}

/-- The minor symmetries `C_ijkl = C_jikl = C_ijlk`. -/
def MinorSymmetric (C : Stiffness d) : Prop :=
  (∀ i j k l, C i j k l = C j i k l) ∧ (∀ i j k l, C i j k l = C i j l k)
```

A strain is a second-rank tensor with $e_{ij}=e_{ji}$. Its off-diagonal entries are tensor shears, half the engineering shears.

```lean
/-- A second-rank tensor is symmetric: `e_ij = e_ji`. -/
def IsSym (e : d → d → ℝ) : Prop := ∀ i j, e i j = e j i
```

From any second-rank tensor $e$, such as a displacement gradient, the strain is obtained as $e^S_{ij}=\tfrac12(e_{ij}+e_{ji})$.

```lean
/-- The symmetric part `(e_ij + e_ji) / 2` of a second-rank tensor. -/
def symPart (e : d → d → ℝ) : d → d → ℝ := fun i j => (e i j + e j i) / 2
```

Take a displacement $u_i=a_i\,\phi(n\cdot x-vt)$ at position $x$ and time $t$, with polarisation $a$, direction $n$, profile $\phi$ and, for unit $n$, speed $v$. Its gradient is $\partial_j u_i=a_in_j\,\phi'$, a multiple of the dyad $(a\otimes n)_{ij}=a_in_j$.

```lean
/-- The dyad `(a ⊗ n)_ij = a_i n_j`. -/
def dyad (a n : d → ℝ) : d → d → ℝ := fun i j => a i * n j
```

The strain form $W(e)=\sum_{ijkl}C_{ijkl}e_{ij}e_{kl}$ is twice the elastic energy density when $C$ has the major symmetry, as constants derived from an energy do; without that symmetry the stress $\sigma$ is not the derivative of $W/2$. It is defined for every $e$, symmetric or not.

```lean
/-- The quadratic form `∑ C_ijkl e_ij e_kl`. -/
def strainForm [Fintype d] (C : Stiffness d) (e : d → d → ℝ) : ℝ :=
  ∑ i, ∑ j, ∑ k, ∑ l, C i j k l * e i j * e k l
```

With mass density $\rho>0$, the equation of motion $\rho\,\partial_t^2u_i=\sum_{jkl}C_{ijkl}\partial_j\partial_lu_k$ gives $\rho v^2a_i=\sum_{jkl}C_{ijkl}n_jn_la_k$ for the plane wave. Contraction with $a_i$ yields $\rho v^2|a|^2=A(a,n)$, where $A(a,n)=\sum_{ijkl}C_{ijkl}a_in_ja_kn_l$ is the acoustic form. Density, time and the wave equation serve as interpretation only, and the theorems speak of $W$ and $A$ alone.

```lean
/-- The form `∑ C_ijkl a_i n_j a_k n_l` in a polarisation `a` and a direction `n`. -/
def acousticForm [Fintype d] (C : Stiffness d) (a n : d → ℝ) : ℝ :=
  ∑ i, ∑ j, ∑ k, ∑ l, C i j k l * a i * n j * a k * n l
```

Born stability means $W(e)>0$ for every nonzero symmetric $e$. The name often denotes inequalities between Voigt constants for a given crystal class, or stability against all lattice vibrations; `BornStable` is positive definiteness under homogeneous strain, and phonons at finite wavevector lie beyond it.

```lean
/-- Born stability: the strain form is positive on every nonzero symmetric strain. -/
def BornStable [Fintype d] (C : Stiffness d) : Prop :=
  ∀ e, IsSym e → e ≠ 0 → 0 < strainForm C e
```

Strong ellipticity means $A(a,n)>0$ for all nonzero real $a$ and $n$. The vectors are not normalised, but $A$ is quadratic in each, so $A(a,n)/(|a|^2|n|^2)$ is its value on the corresponding unit vectors and has the same sign. For unit $n$ the admissible values of $\rho v^2$ are the eigenvalues of the matrix $\Gamma_{ik}(n)=\sum_{jl}C_{ijkl}n_jn_l$, and $A(a,n)=\sum_{ik}a_i\Gamma_{ik}a_k$. With the major symmetry $\Gamma$ is symmetric, so strong ellipticity is equivalent to all squared speeds being positive in every direction. Without it $\Gamma$ may have complex eigenvalues, and strong ellipticity then guarantees only that every eigenvalue has positive real part.

```lean
/-- Strong ellipticity: the acoustic form is positive for all nonzero `a` and `n`. -/
def StronglyElliptic [Fintype d] (C : Stiffness d) : Prop :=
  ∀ a n : d → ℝ, a ≠ 0 → n ≠ 0 → 0 < acousticForm C a n
```

## The energy sees only the symmetric part

Inserting $e^S$ into $W$ and multiplying out gives
$$W(e^S)=\tfrac14\sum_{ijkl}C_{ijkl}\left(e_{ij}e_{kl}+e_{ji}e_{kl}+e_{ij}e_{lk}+e_{ji}e_{lk}\right).$$
For any tensors $f,g$, renaming $i\leftrightarrow j$ and using $C_{jikl}=C_{ijkl}$ gives $\sum C_{ijkl}f_{ji}g_{kl}=\sum C_{ijkl}f_{ij}g_{kl}$, and the same move on $k\leftrightarrow l$ removes a transpose from the second factor. The second and third terms therefore equal the first, the fourth equals the third, and $W(e^S)=W(e)$. In the proof `expand` is the four-term formula, `h1` and `h2` are the two renamings, carried out by `sum_comm`, and `a3` applies `h1` with a transposed $g$ to the fourth term.

```lean
/-- With the minor symmetries, the strain form takes the same value on a tensor and on its
symmetric part. -/
theorem strainForm_symPart [Fintype d] {C : Stiffness d} (h : MinorSymmetric C)
    (e : d → d → ℝ) : strainForm C (symPart e) = strainForm C e := by
  -- transposing either factor is undone by relabelling the summation indices
  have h1 : ∀ f g : d → d → ℝ, ∑ i, ∑ j, ∑ k, ∑ l, C i j k l * f j i * g k l
      = ∑ i, ∑ j, ∑ k, ∑ l, C i j k l * f i j * g k l := by
    intro f g
    rw [sum_comm]
    refine sum_congr rfl fun x _ => sum_congr rfl fun y _ =>
      sum_congr rfl fun k _ => sum_congr rfl fun l _ => ?_
    rw [h.1 y x k l]
  have h2 : ∀ f g : d → d → ℝ, ∑ i, ∑ j, ∑ k, ∑ l, C i j k l * f i j * g l k
      = ∑ i, ∑ j, ∑ k, ∑ l, C i j k l * f i j * g k l := by
    intro f g
    refine sum_congr rfl fun i _ => sum_congr rfl fun j _ => ?_
    rw [sum_comm]
    refine sum_congr rfl fun x _ => sum_congr rfl fun y _ => ?_
    rw [h.2 i j y x]
  have expand : strainForm C (symPart e) = (1 / 4) *
      ((∑ i, ∑ j, ∑ k, ∑ l, C i j k l * e i j * e k l)
        + (∑ i, ∑ j, ∑ k, ∑ l, C i j k l * e j i * e k l)
        + (∑ i, ∑ j, ∑ k, ∑ l, C i j k l * e i j * e l k)
        + (∑ i, ∑ j, ∑ k, ∑ l, C i j k l * e j i * e l k)) := by
    simp only [strainForm, symPart, ← sum_add_distrib, mul_sum]
    refine sum_congr rfl fun i _ => sum_congr rfl fun j _ =>
      sum_congr rfl fun k _ => sum_congr rfl fun l _ => ?_
    ring
  have a1 := h1 e e
  have a2 := h2 e e
  have a3 : ∑ i, ∑ j, ∑ k, ∑ l, C i j k l * e j i * e l k
      = ∑ i, ∑ j, ∑ k, ∑ l, C i j k l * e i j * e l k := h1 e (fun k l => e l k)
  rw [expand, a3, a1, a2, strainForm]
  ring
```

## A dyad of nonzero vectors carries strain

Suppose $(a\otimes n)^S=0$ although $a_p\neq0$ and $n_q\neq0$ for some indices $p,q$. The diagonal entry $(p,p)$ is $a_pn_p$, so $n_p=0$. The entry $(p,q)$ is $\tfrac12(a_pn_q+a_qn_p)$, which then reduces to $\tfrac12a_pn_q\neq0$, a contradiction. Nothing requires $p\neq q$. The two entries are `hpp` and `hpq`, and `hnp` is $n_p=0$. In physical terms, a plane wave is never a pure local rotation.

```lean
/-- The symmetric part of the dyad of two nonzero vectors is nonzero. -/
theorem symPart_dyad_ne_zero {a n : d → ℝ} (ha : a ≠ 0) (hn : n ≠ 0) :
    symPart (dyad a n) ≠ 0 := by
  intro h0
  obtain ⟨p, hp⟩ := Function.ne_iff.mp ha
  obtain ⟨q, hq⟩ := Function.ne_iff.mp hn
  have hp' : a p ≠ 0 := hp
  have hq' : n q ≠ 0 := hq
  have hpp : (a p * n p + a p * n p) / 2 = 0 := congrFun (congrFun h0 p) p
  have hpq : (a p * n q + a q * n p) / 2 = 0 := congrFun (congrFun h0 p) q
  -- the diagonal entry forces `n_p = 0`, then the entry `(p, q)` forces `a_p n_q = 0`
  have hnp : n p = 0 := (mul_eq_zero.mp (by linarith : a p * n p = 0)).resolve_left hp'
  rw [hnp] at hpq
  exact mul_ne_zero hp' hq' (by linarith)
```

## From positive energy to positive acoustic form

For nonzero $a$ and $n$ the tensor $(a\otimes n)^S$ is symmetric and nonzero, so Born stability applies to it:
$$0<W\big((a\otimes n)^S\big)=W(a\otimes n)=\sum_{ijkl}C_{ijkl}\,a_in_j\,a_kn_l=A(a,n).$$
The theorem reads: for any finite index type and any real $C$ with both minor symmetries (`hs`) that is Born stable (`hb`), $C$ is strongly elliptic. The inequality is `hpos`, the first equality is `strainForm_symPart`, and the last is `heq`. With a single direction both conditions say that the one modulus is positive; with no direction both are empty.

```lean
/-- In any finite dimension, a Born stable stiffness tensor with the minor symmetries is strongly
elliptic. -/
theorem stronglyElliptic_of_bornStable [Fintype d] {C : Stiffness d}
    (hs : MinorSymmetric C) (hb : BornStable C) : StronglyElliptic C := by
  intro a n ha hn
  have hsym : IsSym (symPart (dyad a n)) := fun i j => by
    simp only [symPart]
    ring
  have hpos := hb _ hsym (symPart_dyad_ne_zero ha hn)
  rw [strainForm_symPart hs] at hpos
  -- the strain form on the dyad is the acoustic form
  have heq : strainForm C (dyad a n) = acousticForm C a n := by
    simp only [strainForm, acousticForm, dyad]
    refine sum_congr rfl fun i _ => sum_congr rfl fun j _ =>
      sum_congr rfl fun k _ => sum_congr rfl fun l _ => ?_
    ring
  rwa [heq] at hpos
```

## The isotropic solid in three dimensions

From here the indices run over $0,1,2$. The Kronecker delta $\delta_{ij}$ is `kron`, which also serves as the identity strain.

```lean
/-- The Kronecker delta in three dimensions. -/
def kron (i j : Fin 3) : ℝ := if i = j then 1 else 0
```

The isotropic tensor is $C_{ijkl}=\lambda\,\delta_{ij}\delta_{kl}+G(\delta_{ik}\delta_{jl}+\delta_{il}\delta_{jk})$, with Lamé constant $\lambda$ (`lam`) and shear modulus $G$, both arbitrary reals. This form is taken as the definition and is not deduced from rotational invariance.

```lean
/-- The isotropic stiffness tensor `λ δ_ij δ_kl + G (δ_ik δ_jl + δ_il δ_jk)` in three
dimensions. -/
def isotropic (lam G : ℝ) : Stiffness (Fin 3) := fun i j k l =>
  lam * kron i j * kron k l + G * (kron i k * kron j l + kron i l * kron j k)
```

Exchanging $i\leftrightarrow j$, or $k\leftrightarrow l$, leaves the $\lambda$ term unchanged because $\delta$ is symmetric (`hc`), and it swaps the two $G$ terms.

```lean
/-- The isotropic tensor has the minor symmetries. -/
theorem isotropic_minorSymmetric (lam G : ℝ) : MinorSymmetric (isotropic lam G) := by
  have hc : ∀ i j, kron i j = kron j i := fun i j => by
    by_cases h : i = j
    · rw [h]
    · simp [kron, h, Ne.symm h]
  constructor
  · intro i j k l
    simp only [isotropic]
    rw [hc i j]
    ring
  · intro i j k l
    simp only [isotropic]
    rw [hc k l]
    ring
```

In $W$ the three terms contract to $\lambda(\operatorname{tr}e)^2$, $G\sum_{ij}e_{ij}e_{ij}$ and $G\sum_{ij}e_{ij}e_{ji}$, with $\operatorname{tr}e=\sum_ie_{ii}$. For symmetric $e$ the last two agree, so
$$W(e)=\lambda\tau^2+2GQ,\qquad \tau=\operatorname{tr}e,\quad Q=\sum_{ij}e_{ij}^2 .$$
The proof writes out the sums over three indices and identifies the three pairs of off-diagonal entries through `h10`, `h20`, `h21`.

```lean
/-- On a symmetric strain the isotropic strain form is `λ (tr e)² + 2 G ∑ e_ij²`. -/
theorem strainForm_isotropic (lam G : ℝ) {e : Fin 3 → Fin 3 → ℝ} (he : IsSym e) :
    strainForm (isotropic lam G) e = lam * (∑ i, e i i) ^ 2 + 2 * G * ∑ i, ∑ j, e i j ^ 2 := by
  have h10 := he 1 0
  have h20 := he 2 0
  have h21 := he 2 1
  simp [strainForm, isotropic, kron, Fin.sum_univ_three, h10, h20, h21]
  ring
```

In $A$ the factor $\delta_{ij}\delta_{kl}$ gives $(a\cdot n)^2$, the factor $\delta_{ik}\delta_{jl}$ gives $|a|^2|n|^2$, and $\delta_{il}\delta_{jk}$ gives $(a\cdot n)^2$ again:
$$A(a,n)=G|a|^2|n|^2+(\lambda+G)(a\cdot n)^2 .$$

```lean
/-- The isotropic acoustic form is `G |a|² |n|² + (λ + G) (a · n)²`. -/
theorem acousticForm_isotropic (lam G : ℝ) (a n : Fin 3 → ℝ) :
    acousticForm (isotropic lam G) a n
      = G * ((∑ i, a i ^ 2) * ∑ i, n i ^ 2) + (lam + G) * (∑ i, a i * n i) ^ 2 := by
  simp [acousticForm, isotropic, kron, Fin.sum_univ_three]
  ring
```

## Transverse and longitudinal moduli

The isotropic tensor is strongly elliptic exactly when $G>0$ and $\lambda+2G>0$. For necessity, the unit vectors $a=(1,0,0)$, $n=(0,1,0)$ give $A=G$ (`ht`, transverse), and $a=n=(1,0,0)$ gives $A=\lambda+2G$ (`hl`, longitudinal). For sufficiency, regroup:
$$A=G\left(|a|^2|n|^2-(a\cdot n)^2\right)+(\lambda+2G)(a\cdot n)^2 .$$
The bracket is nonnegative by the Cauchy–Schwarz inequality (`cs`). If $a\cdot n\neq0$ the last term is positive. If $a\cdot n=0$ then $A=G|a|^2|n|^2$, which is positive by `hP`. The `rcases` makes this split, and each `nlinarith` receives the products named.

```lean
/-- The isotropic tensor is strongly elliptic exactly when `G > 0` and `λ + 2G > 0`. -/
theorem isotropic_stronglyElliptic_iff (lam G : ℝ) :
    StronglyElliptic (isotropic lam G) ↔ 0 < G ∧ 0 < lam + 2 * G := by
  constructor
  · intro h
    have hx : (![1, 0, 0] : Fin 3 → ℝ) ≠ 0 := fun h0 => by simpa using congrFun h0 0
    have hy : (![0, 1, 0] : Fin 3 → ℝ) ≠ 0 := fun h0 => by simpa using congrFun h0 1
    -- transverse and longitudinal polarisation
    have ht := h _ _ hx hy
    have hl := h _ _ hx hx
    rw [acousticForm_isotropic] at ht hl
    simp [Fin.sum_univ_three] at ht hl
    constructor <;> linarith
  · rintro ⟨hG, hM⟩ a n ha hn
    have pos : ∀ v : Fin 3 → ℝ, v ≠ 0 → 0 < ∑ i, v i ^ 2 := fun v hv => by
      obtain ⟨p, hp⟩ := Function.ne_iff.mp hv
      have hp' : v p ≠ 0 := hp
      exact sum_pos' (fun i _ => sq_nonneg _)
        ⟨p, mem_univ _, lt_of_le_of_ne (sq_nonneg _) (pow_ne_zero 2 hp').symm⟩
    have hP := mul_pos (pos a ha) (pos n hn)
    have cs := sum_mul_sq_le_sq_mul_sq univ a n
    rw [acousticForm_isotropic]
    -- the form is `G (|a|²|n|² - (a·n)²) + (λ + 2G) (a·n)²`
    rcases (sq_nonneg (∑ i, a i * n i)).eq_or_lt with h0 | h0
    · rw [← h0]
      nlinarith [mul_pos hG hP]
    · nlinarith [mul_nonneg hG.le (sub_nonneg.2 cs), mul_pos hM h0]
```

## Shear and bulk moduli

The isotropic tensor is Born stable exactly when $G>0$ and $3\lambda+2G>0$, the latter being three times the bulk modulus $K=\lambda+\tfrac23G$. For necessity, the shear $e_{ij}=1-\delta_{ij}$ has $\tau=0$, $Q=6$ and $W=12G$ (`hs`), while the hydrostatic strain $e_{ij}=\delta_{ij}$ has $\tau=3$, $Q=3$ and $W=9\lambda+6G$ (`hv`). Scaled to $Q=1$ the values are $2G$ and $3\lambda+2G$. For sufficiency,
$$W=\tfrac{2G}{3}\left(3Q-\tau^2\right)+\tfrac{3\lambda+2G}{3}\,\tau^2,\qquad 3Q-\tau^2=\sum_{i<j}(e_{ii}-e_{jj})^2+3\sum_{i\neq j}e_{ij}^2\ge0 .$$
The squares on the right are the hints that prove `ht`. If $\tau\neq0$ the volumetric term is positive, and if $\tau=0$ then $W=2GQ>0$, since $Q>0$ for $e\neq0$ (`hQ`).

```lean
/-- The isotropic tensor is Born stable exactly when `G > 0` and `3λ + 2G > 0`. -/
theorem isotropic_bornStable_iff (lam G : ℝ) :
    BornStable (isotropic lam G) ↔ 0 < G ∧ 0 < 3 * lam + 2 * G := by
  constructor
  · intro h
    have hc : IsSym kron := fun i j => by
      by_cases h : i = j
      · rw [h]
      · simp [kron, h, Ne.symm h]
    have hc' : IsSym fun i j => 1 - kron i j := fun i j => by
      show 1 - kron i j = 1 - kron j i
      rw [hc i j]
    -- a pure shear and a hydrostatic strain
    have hs := h _ hc' fun h0 => by simpa [kron] using congrFun (congrFun h0 0) 1
    have hv := h _ hc fun h0 => by simpa [kron] using congrFun (congrFun h0 0) 0
    rw [strainForm_isotropic _ _ hc'] at hs
    rw [strainForm_isotropic _ _ hc] at hv
    simp [kron, Fin.sum_univ_three] at hs hv
    constructor <;> nlinarith
  · rintro ⟨hG, hK⟩ e he hne
    obtain ⟨p, hp⟩ := Function.ne_iff.mp hne
    obtain ⟨q, hq⟩ := Function.ne_iff.mp hp
    have hq' : e p q ≠ 0 := hq
    have hQ : 0 < ∑ i, ∑ j, e i j ^ 2 :=
      sum_pos' (fun i _ => sum_nonneg fun j _ => sq_nonneg _)
        ⟨p, mem_univ _, sum_pos' (fun j _ => sq_nonneg _)
          ⟨q, mem_univ _, lt_of_le_of_ne (sq_nonneg _) (pow_ne_zero 2 hq').symm⟩⟩
    have ht : (∑ i, e i i) ^ 2 ≤ 3 * ∑ i, ∑ j, e i j ^ 2 := by
      simp only [Fin.sum_univ_three]
      nlinarith [sq_nonneg (e 0 0 - e 1 1), sq_nonneg (e 0 0 - e 2 2), sq_nonneg (e 1 1 - e 2 2),
        sq_nonneg (e 0 1), sq_nonneg (e 0 2), sq_nonneg (e 1 0), sq_nonneg (e 1 2),
        sq_nonneg (e 2 0), sq_nonneg (e 2 1)]
    rw [strainForm_isotropic _ _ he]
    -- split into volumetric and deviatoric parts
    rcases (sq_nonneg (∑ i, e i i)).eq_or_lt with h0 | h0
    · rw [← h0]
      nlinarith [mul_pos hG hQ]
    · nlinarith [mul_nonneg hG.le (sub_nonneg.2 ht), mul_pos hK h0]
```

## Positive wave moduli with a negative bulk modulus

For $G>0$ the two criteria are $\lambda>-2G$ and $\lambda>-\tfrac23G$, and they disagree on the interval $-2G<\lambda\le-\tfrac23G$. The choice $\lambda=-1$, $G=1$, in any unit of pressure, lies inside it; it stands for a medium that resists shear and uniaxial strain but has $K=-\tfrac13$, and it is a test case with no particular material intended. Here $G=\lambda+2G=1$ and $A=|a|^2|n|^2$, while $3\lambda+2G=-1$. On the identity strain $W=9\lambda+6G=-3$, or $-1$ after scaling to $Q=1$. The identity has rank three, whereas the symmetric part of a dyad has rank at most two, so no plane wave probes this strain. The theorem states four things about this tensor: it has the minor symmetries, it is strongly elliptic, it is not Born stable, and its strain form on `kron` is $-3$. The middle two follow by inserting the numbers into the two equivalences, and the last by direct evaluation.

```lean
/-- The isotropic tensor with `λ = -1`, `G = 1` has the minor symmetries and is strongly
elliptic but not Born stable; its strain form on the identity strain equals `-3`. -/
theorem converse_fails :
    MinorSymmetric (isotropic (-1) 1) ∧ StronglyElliptic (isotropic (-1) 1) ∧
      ¬ BornStable (isotropic (-1) 1) ∧ strainForm (isotropic (-1) 1) kron = -3 := by
  refine ⟨isotropic_minorSymmetric _ _, ?_, ?_, ?_⟩
  · rw [isotropic_stronglyElliptic_iff]
    norm_num
  · rw [isotropic_bornStable_iff]
    norm_num
  · simp [strainForm, isotropic, kron, Fin.sum_univ_three]
    norm_num
```

For $\lambda=G=1$ one has $G=1>0$ and $3\lambda+2G=5>0$, so this tensor has the minor symmetries and is Born stable: `stronglyElliptic_of_bornStable` has a three-dimensional case to which it applies.

```lean
/-- The isotropic tensor with `λ = G = 1` has the minor symmetries and is Born stable. -/
theorem bornStable_witness : MinorSymmetric (isotropic 1 1) ∧ BornStable (isotropic 1 1) := by
  refine ⟨isotropic_minorSymmetric _ _, ?_⟩
  rw [isotropic_bornStable_iff]
  norm_num

end

end ElasticStability
```

```lean
#print axioms ElasticStability.stronglyElliptic_of_bornStable
#print axioms ElasticStability.converse_fails
```

```
'ElasticStability.stronglyElliptic_of_bornStable' depends on axioms: [propext, Classical.choice, Quot.sound]
'ElasticStability.converse_fails' depends on axioms: [propext, Classical.choice, Quot.sound]
```
